# Temple's number falls below an isolated ground-state energy by at most second order in the trial state's error, in finite dimension

Take two levels, \(E_0\) and \(E_0+W\) with \(W>0\), with orthonormal eigenvectors \(\varphi\) and \(\eta\), and a trial state \(\psi=c\,\varphi+s\,\eta\) with \(|c|^2+s^2=1\) and \(s\ge 0\). Its mean energy \(\theta\) and energy variance \(v\) are

\[
\theta=E_0+Ws^2,\qquad v=W^2s^2(1-s^2).
\]

Temple's number is \(T=\theta-v/(\rho-\theta)\), where \(\rho>\theta\) is an energy known not to exceed the excited level. Write \(g=\rho-E_0\), so that \(\rho-\theta=g-Ws^2\). Then

\[
E_0-T=\frac{v-(\theta-E_0)(\rho-\theta)}{\rho-\theta}=\frac{W(W-g)\,s^2}{\rho-\theta}.
\]

The admixture has amplitude \(s\), but at fixed \(\rho>E_0\) the error is \(O(s^2)\) as \(s\to0\). With more levels, and \(W\) the largest excitation energy, the same expression becomes an upper bound.

## The Hamiltonian and the trial state

```lean
import Mathlib

open Finset

namespace TempleSecondOrderError

noncomputable section

variable {E : Type*} [NormedAddCommGroup E] [InnerProductSpace ℂ E]
```

`E` is a complex inner product space, the space of states; energies carry other names, such as `E0`. Mathlib supplies the linear algebra.

```lean
/-- The mean energy `⟨ψ, H ψ⟩` of a trial state. -/
def meanEnergy (H : E →ₗ[ℂ] E) (ψ : E) : ℝ := (inner ℂ ψ (H ψ)).re
```

`H : E →ₗ[ℂ] E` is a linear operator, and `inner ℂ ψ (H ψ)` is \(\langle\psi,H\psi\rangle\), linear in the second slot as in Dirac notation. The suffix `.re` takes the real part, which for Hermitian \(H\) is the whole value. This is \(\theta\) when \(\psi\) is a unit vector.

```lean
/-- The energy variance `‖(H - ⟨H⟩) ψ‖²` of a trial state. -/
def variance (H : E →ₗ[ℂ] E) (ψ : E) : ℝ :=
  ‖H ψ - (meanEnergy H ψ : ℂ) • ψ‖ ^ 2
```

The variance is \(v=\|(H-\theta)\psi\|^2\). The symbol `•` is multiplication of a vector by a scalar.

```lean
/-- The weight `s² = 1 - |⟨φ, ψ⟩|²` of a unit trial state outside the state `φ`. -/
def infidelity (φ ψ : E) : ℝ := 1 - ‖inner ℂ φ ψ‖ ^ 2
```

For unit vectors, `infidelity φ ψ` is \(s^2=1-|\langle\varphi,\psi\rangle|^2\), the probability of finding \(\psi\) outside the ground state.

```lean
/-- Temple's number `⟨H⟩ - v / (ρ - ⟨H⟩)`. -/
def templeValue (H : E →ₗ[ℂ] E) (ρ : ℝ) (ψ : E) : ℝ :=
  meanEnergy H ψ - variance H ψ / (ρ - meanEnergy H ψ)
```

This is \(T\). The energy \(\rho\) is an input: the trial state does not supply it.

```lean
/-- `H` is Hermitian with a simple lowest level `E0`, spanned by the unit vector `φ`, and all
its other eigenvalues lie between `ρ > E0` and `E0 + W`. -/
structure IsolatedGround (H : E →ₗ[ℂ] E) (E0 : ℝ) (φ : E) (ρ W : ℝ) : Prop where
  symm : H.IsSymmetric
  unit : ‖φ‖ = 1
  eig : H φ = (E0 : ℂ) • φ
  simple : ∀ x : E, H x = (E0 : ℂ) • x → ∃ k : ℂ, x = k • φ
  gap : E0 < ρ
  others : ∀ (μ : ℝ) (x : E), x ≠ 0 → H x = (μ : ℂ) • x → μ = E0 ∨ (ρ ≤ μ ∧ μ ≤ E0 + W)
```

`IsolatedGround` collects the assumptions on the spectrum. `H` is Hermitian, \(\varphi\) is a unit eigenvector at \(E_0\), and every other eigenvector at \(E_0\) is a multiple of it. Every other eigenvalue lies in \([\rho,E_0+W]\), with \(\rho>E_0\). Physically, \(\rho\) is prior knowledge of where the excitations begin, and \(W\) bounds the highest excitation energy. Both are assumed, not computed from \(H\).

## A Hamiltonian that meets the assumptions

```lean
/-- The Hamiltonian `W (1 - |φ⟩⟨φ|)`. -/
def gapModel (φ : E) (W : ℝ) : E →ₗ[ℂ] E where
  toFun x := (W : ℂ) • (x - inner ℂ φ x • φ)
  map_add' x y := by
    rw [inner_add_right]
    module
  map_smul' c x := by
    simp only [inner_smul_right, RingHom.id_apply]
    module
```

This is \(W(1-|\varphi\rangle\langle\varphi|)\), which, for a unit vector \(\varphi\), gives energy zero to \(\varphi\) and \(W\) to everything orthogonal to it. The two extra fields prove that the map is linear.

```lean
/-- The Hamiltonian `W (1 - |φ⟩⟨φ|)` has the isolated ground state `φ` at energy zero, with
all other eigenvalues between `ρ` and `W`, for every `0 < ρ ≤ W`. -/
theorem isolatedGround_witness (φ : E) (hφ : ‖φ‖ = 1) {ρ W : ℝ} (hρ : 0 < ρ) (hW : ρ ≤ W) :
    IsolatedGround (gapModel φ W) 0 φ ρ W := by
  have hap : ∀ x, gapModel φ W x = (W : ℂ) • (x - inner ℂ φ x • φ) := fun _ => rfl
  have hφφ : inner ℂ φ φ = (1 : ℂ) := by
    rw [inner_self_eq_norm_sq_to_K, hφ]
    simp
  have hW0 : (W : ℂ) ≠ 0 := by
    exact_mod_cast (lt_of_lt_of_le hρ hW).ne'
  refine ⟨?_, hφ, ?_, ?_, hρ, ?_⟩
  · intro x y
    simp only [hap, inner_smul_left, inner_smul_right, inner_sub_left, inner_sub_right,
      Complex.conj_ofReal, inner_conj_symm]
    ring
  · rw [hap, hφφ]
    simp
  · intro x hx
    rw [hap, Complex.ofReal_zero, zero_smul] at hx
    exact ⟨inner ℂ φ x, sub_eq_zero.mp ((smul_eq_zero.mp hx).resolve_left hW0)⟩
  · intro μ x hx0 hx
    -- projecting the eigenvalue equation on `φ` leaves `μ ⟨φ, x⟩ = 0`
    have h1 : (μ : ℂ) * inner ℂ φ x = 0 := by
      rw [← inner_smul_right, ← hx, hap, inner_smul_right, inner_sub_right,
        inner_smul_right, hφφ]
      ring
    rcases mul_eq_zero.mp h1 with h | h
    · left
      exact_mod_cast h
    · right
      rw [hap, h, zero_smul, sub_zero] at hx
      have h2 : ((W : ℂ) - μ) • x = 0 := by rw [sub_smul, hx, sub_self]
      have h3 : (W : ℂ) = μ := sub_eq_zero.mp ((smul_eq_zero.mp h2).resolve_right hx0)
      have h4 : W = μ := by exact_mod_cast h3
      constructor <;> linarith
```

A theorem lists its hypotheses before the colon and its claim after it; the proof follows `:= by`. Here the claim is that the operator satisfies `IsolatedGround` with \(E_0=0\) whenever \(\varphi\) is a unit vector and \(0<\rho\le W\).

Hermiticity follows by expanding both inner products. If \(Hx=0\), then \(x=\langle\varphi,x\rangle\varphi\), because \(W\neq0\). If \(Hx=\mu x\) with \(x\ne0\), projecting on \(\varphi\) gives \(\mu\langle\varphi,x\rangle=0\). Either \(\mu=0\), or \(x\) is orthogonal to \(\varphi\) and \(\mu=W\). The command `rcases` separates these two cases.

## Three moments of the excited part

```lean
variable [FiniteDimensional ℂ E] {H : E →ₗ[ℂ] E} {E0 ρ W : ℝ} {φ ψ : E}

/-- For a unit trial state there are finitely many weights `r i ≥ 0` and real numbers `d i`, with `d
i` between `ρ - E0` and `W` wherever `r i ≠ 0`, such that the sums of `r i`, `d i * r i` and `d i ^
2 * r i` are `s²`, `⟨H⟩ - E0` and `v + (⟨H⟩ - E0)²`. -/
theorem excited_expansion (h : IsolatedGround H E0 φ ρ W) (hψ : ‖ψ‖ = 1) :
    ∃ (n : ℕ) (d r : Fin n → ℝ), (∀ i, 0 ≤ r i) ∧
      (∀ i, r i = 0 ∨ (ρ - E0 ≤ d i ∧ d i ≤ W)) ∧
      ∑ i, r i = infidelity φ ψ ∧
      ∑ i, d i * r i = meanEnergy H ψ - E0 ∧
      ∑ i, d i ^ 2 * r i = variance H ψ + (meanEnergy H ψ - E0) ^ 2 := by
  obtain ⟨n, b, e, hb⟩ : ∃ (n : ℕ) (b : OrthonormalBasis (Fin n) ℂ E) (e : Fin n → ℝ),
      ∀ i, H (b i) = (e i : ℂ) • b i :=
    ⟨_, h.symm.eigenvectorBasis rfl, h.symm.eigenvalues rfl,
      fun i => h.symm.apply_eigenvectorBasis rfl i⟩
  have pars : ∀ x : E, ∑ i, ‖inner ℂ (b i) x‖ ^ 2 = ‖x‖ ^ 2 :=
    fun x => b.sum_sq_norm_inner_right x
  -- `χ` is the excited part of `ψ`, and `a = (H - E0) ψ = (H - E0) χ`
  obtain ⟨χ, hχ⟩ : ∃ χ : E, χ = ψ - (inner ℂ φ ψ : ℂ) • φ := ⟨_, rfl⟩
  obtain ⟨a, ha⟩ : ∃ a : E, a = H ψ - (E0 : ℂ) • ψ := ⟨_, rfl⟩
  have haχ : a = H χ - (E0 : ℂ) • χ := by
    rw [ha, hχ, map_sub, map_smul, h.eig]
    module
  have hφa : inner ℂ φ a = (0 : ℂ) := by
    rw [ha, inner_sub_right, ← h.symm φ ψ, h.eig, inner_smul_left, inner_smul_right,
      Complex.conj_ofReal, sub_self]
  have hφχ : inner ℂ φ χ = (0 : ℂ) := by
    rw [hχ, inner_sub_right, inner_smul_right, inner_self_eq_norm_sq_to_K, h.unit]
    simp
  have hba : ∀ i, inner ℂ (b i) a = ((e i - E0 : ℝ) : ℂ) * inner ℂ (b i) χ := by
    intro i
    rw [haχ, inner_sub_right, ← h.symm (b i) χ, hb i, inner_smul_left, inner_smul_right,
      Complex.conj_ofReal]
    push_cast
    ring
  have ht : (inner ℂ ψ a).re = meanEnergy H ψ - E0 := by
    rw [ha, inner_sub_right, inner_smul_right, inner_self_eq_norm_sq_to_K, hψ]
    simp [meanEnergy]
  refine ⟨n, fun i => e i - E0, fun i => ‖inner ℂ (b i) χ‖ ^ 2,
    fun i => sq_nonneg _, ?_, ?_, ?_, ?_⟩
  · intro i
    rcases h.others (e i) (b i) (b.orthonormal.ne_zero i) (hb i) with he | ⟨h1, h2⟩
    · left
      obtain ⟨k, hk⟩ := h.simple (b i) (by rw [hb i, he])
      have h0 : inner ℂ (b i) χ = (0 : ℂ) := by
        rw [hk, inner_smul_left, hφχ, mul_zero]
      simp [h0]
    · right
      constructor <;> linarith
  · have h1 : inner ℂ ψ ((inner ℂ φ ψ : ℂ) • φ) = ((‖inner ℂ φ ψ‖ ^ 2 : ℝ) : ℂ) := by
      rw [inner_smul_right, ← inner_conj_symm ψ φ]
      have h2 := Complex.mul_conj' (inner ℂ φ ψ)
      push_cast
      exact h2
    rw [pars, hχ, norm_sub_sq (𝕜 := ℂ), h1, norm_smul, h.unit, hψ]
    simp only [RCLike.re_eq_complex_re, Complex.ofReal_re, infidelity]
    ring
  · have h1 : inner ℂ χ a = inner ℂ ψ a := by
      rw [hχ, inner_sub_left, inner_smul_left, hφa, mul_zero, sub_zero]
    have h2 : inner ℂ χ a = ((∑ i, (e i - E0) * ‖inner ℂ (b i) χ‖ ^ 2 : ℝ) : ℂ) := by
      rw [← b.sum_inner_mul_inner χ a, Complex.ofReal_sum]
      refine sum_congr rfl fun i _ => ?_
      rw [hba, ← inner_conj_symm χ (b i)]
      have h3 := Complex.conj_mul' (inner ℂ (b i) χ)
      push_cast
      linear_combination ((e i : ℂ) - E0) * h3
    rw [← ht, ← h1, h2, Complex.ofReal_re]
  · have h1 : ∑ i, (e i - E0) ^ 2 * ‖inner ℂ (b i) χ‖ ^ 2 = ‖a‖ ^ 2 := by
      rw [← pars a]
      refine sum_congr rfl fun i _ => ?_
      rw [hba, norm_mul, Complex.norm_real, Real.norm_eq_abs, mul_pow, sq_abs]
    have h2 : H ψ - (meanEnergy H ψ : ℂ) • ψ
        = a - ((meanEnergy H ψ - E0 : ℝ) : ℂ) • ψ := by
      rw [ha]
      push_cast
      module
    have h3 : (inner ℂ a (((meanEnergy H ψ - E0 : ℝ) : ℂ) • ψ)).re
        = (meanEnergy H ψ - E0) * (meanEnergy H ψ - E0) := by
      rw [inner_smul_right, Complex.re_ofReal_mul, ← inner_conj_symm a ψ, Complex.conj_re, ht]
    rw [h1, variance, h2, norm_sub_sq (𝕜 := ℂ), RCLike.re_eq_complex_re, h3, norm_smul, hψ,
      Complex.norm_real, Real.norm_eq_abs, mul_one, sq_abs]
    ring
```

From here on the space is finite-dimensional, and every theorem assumes `IsolatedGround` and a unit trial state. The Hermitian \(H\) then has an orthonormal eigenbasis \(b_i\) with energies \(e_i\). The theorem provides real numbers \(d_i\), which the proof takes to be the energies \(e_i-E_0\), and weights \(r_i\ge0\) with

\[
\sum_i r_i=s^2,\qquad \sum_i d_ir_i=\theta-E_0,\qquad \sum_i d_i^2r_i=v+(\theta-E_0)^2 .
\]

For each \(i\), either \(r_i=0\) or \(g\le d_i\le W\).

By hand, remove the ground-state component and set

\[
\chi=\psi-\langle\varphi,\psi\rangle\varphi,\qquad a=(H-E_0)\psi=(H-E_0)\chi .
\]

Choose \(d_i=e_i-E_0\) and \(r_i=|\langle b_i,\chi\rangle|^2\). If \(e_i=E_0\), then \(b_i\) is a multiple of \(\varphi\), which is orthogonal to \(\chi\), so \(r_i=0\). Otherwise the spectral assumption places \(d_i\) between \(g\) and \(W\).

- The first sum is \(\|\chi\|^2=1-|\langle\varphi,\psi\rangle|^2\), by Parseval's identity (`pars`).
- Since \(\langle b_i,a\rangle=d_i\langle b_i,\chi\rangle\) (`hba`), the second sum is \(\langle\chi,a\rangle\). This equals \(\langle\psi,a\rangle=\theta-E_0\), because \(\langle\varphi,a\rangle=0\).
- The third sum is \(\|a\|^2\). As \((H-\theta)\psi=a-(\theta-E_0)\psi\), expanding the square gives

\[
v=\|a\|^2-2(\theta-E_0)^2+(\theta-E_0)^2=\|a\|^2-(\theta-E_0)^2 .
\]

In the proof, `obtain` names an object together with its properties, and `refine` supplies \(d_i\), \(r_i\) and the proof that \(r_i\ge0\), leaving the other listed properties to be proved.

## Bounds on the mean energy and the variance

```lean
/-- The error of the mean energy lies between `(ρ - E0) s²` and `W s²`. -/
theorem energy_error_bounds (h : IsolatedGround H E0 φ ρ W) (hψ : ‖ψ‖ = 1) :
    (ρ - E0) * infidelity φ ψ ≤ meanEnergy H ψ - E0 ∧
      meanEnergy H ψ - E0 ≤ W * infidelity φ ψ := by
  obtain ⟨n, d, r, hr, hd, h0, h1, -⟩ := excited_expansion h hψ
  rw [← h0, ← h1, mul_sum, mul_sum]
  constructor <;> refine sum_le_sum fun i _ => ?_ <;> rcases hd i with hi | ⟨ha, hb⟩
  · simp [hi]
  · exact mul_le_mul_of_nonneg_right ha (hr i)
  · simp [hi]
  · exact mul_le_mul_of_nonneg_right hb (hr i)
```

The claim is \(g\,s^2\le\theta-E_0\le W s^2\). Each term satisfies \(g\,r_i\le d_ir_i\le W r_i\), trivially so when \(r_i=0\), and `sum_le_sum` adds the inequalities.

```lean
/-- The energy variance of a trial state is at most `W² s²`. -/
theorem variance_le (h : IsolatedGround H E0 φ ρ W) (hψ : ‖ψ‖ = 1) :
    variance H ψ ≤ W ^ 2 * infidelity φ ψ := by
  obtain ⟨n, d, r, hr, hd, h0, -, h2⟩ := excited_expansion h hψ
  have h3 : ∑ i, d i ^ 2 * r i ≤ W ^ 2 * ∑ i, r i := by
    rw [mul_sum]
    refine sum_le_sum fun i _ => ?_
    rcases hd i with hi | ⟨ha, hb⟩
    · simp [hi]
    · have hd0 : 0 ≤ d i := by linarith [h.gap]
      exact mul_le_mul_of_nonneg_right (pow_le_pow_left₀ hd0 hb 2) (hr i)
  rw [h0, h2] at h3
  linarith [sq_nonneg (meanEnergy H ψ - E0)]
```

Where \(r_i\neq0\), \(0\le d_i\le W\) gives \(d_i^2r_i\le W^2r_i\). Summing,

\[
v+(\theta-E_0)^2\le W^2s^2,
\]

and discarding the non-negative square leaves \(v\le W^2s^2\).

## The error of Temple's number

```lean
/-- If the mean energy is below `ρ`, Temple's number falls below the ground-state energy by at
most `W (W - (ρ - E0)) s² / (ρ - ⟨H⟩)`. -/
theorem temple_error_le (h : IsolatedGround H E0 φ ρ W) (hψ : ‖ψ‖ = 1)
    (hθ : meanEnergy H ψ < ρ) :
    E0 - templeValue H ρ ψ
      ≤ W * (W - (ρ - E0)) * infidelity φ ψ / (ρ - meanEnergy H ψ) := by
  obtain ⟨n, d, r, hr, hd, h0, h1, h2⟩ := excited_expansion h hψ
  have hpos : 0 < ρ - meanEnergy H ψ := sub_pos.mpr hθ
  -- each term is `r` times `d (d - (ρ - E0))`; where `r ≠ 0` that factor is at most its value at `d = W`
  have h3 : ∑ i, (d i ^ 2 * r i - (ρ - E0) * (d i * r i))
      ≤ W * (W - (ρ - E0)) * ∑ i, r i := by
    rw [mul_sum]
    refine sum_le_sum fun i _ => ?_
    rcases hd i with hi | ⟨ha, hb⟩
    · simp [hi]
    · have h4 : 0 ≤ (W - d i) * (W + d i - (ρ - E0)) :=
        mul_nonneg (by linarith) (by linarith [h.gap])
      have h5 := mul_nonneg h4 (hr i)
      linarith
  rw [sum_sub_distrib, ← mul_sum, h0, h1, h2] at h3
  rw [le_div_iff₀ hpos]
  have h6 : (E0 - templeValue H ρ ψ) * (ρ - meanEnergy H ψ)
      = variance H ψ - (meanEnergy H ψ - E0) * (ρ - meanEnergy H ψ) := by
    have hne := hpos.ne'
    unfold templeValue
    field_simp
    ring
  rw [h6]
  linarith
```

For \(\theta<\rho\), the claim is

\[
E_0-T\le\frac{W(W-g)\,s^2}{\rho-\theta}.
\]

Multiply the left side by \(\rho-\theta=g-(\theta-E_0)\) and insert the moments:

\[
(E_0-T)(\rho-\theta)=v+(\theta-E_0)^2-g(\theta-E_0)=\sum_i d_i(d_i-g)\,r_i .
\]

For every level with non-zero weight,

\[
W(W-g)-d_i(d_i-g)=(W-d_i)(W+d_i-g)\ge0,
\]

so the sum is at most \(W(W-g)s^2\). In Lean, `h3` is this bound on the sum and `h6` is the algebra that clears the denominator.

The theorem limits how far \(T\) can lie below \(E_0\). Temple's inequality itself, \(T\le E_0\), is not among the statements proved here, though the same sum points to it, since none of its terms is negative.

```lean
/-- If `W s² < ρ - E0`, the mean energy is below `ρ`, and Temple's number falls below the
ground-state energy by at most `W (W - (ρ - E0)) s² / (ρ - E0 - W s²)`. -/
theorem temple_error_second_order (h : IsolatedGround H E0 φ ρ W) (hψ : ‖ψ‖ = 1)
    (hs : W * infidelity φ ψ < ρ - E0) :
    meanEnergy H ψ < ρ ∧ E0 - templeValue H ρ ψ
      ≤ W * (W - (ρ - E0)) * infidelity φ ψ / (ρ - E0 - W * infidelity φ ψ) := by
  obtain ⟨hlo, hup⟩ := energy_error_bounds h hψ
  have hθ : meanEnergy H ψ < ρ := by linarith
  have hs0 : 0 ≤ infidelity φ ψ := by
    obtain ⟨n, d, r, hr, -, h0, -, -⟩ := excited_expansion h hψ
    rw [← h0]
    exact sum_nonneg fun i _ => hr i
  have hnum : 0 ≤ W * (W - (ρ - E0)) * infidelity φ ψ := by
    rcases eq_or_lt_of_le hs0 with hz | hp
    · rw [← hz, mul_zero]
    · have hW : ρ - E0 ≤ W := le_of_mul_le_mul_right (hlo.trans hup) hp
      exact mul_nonneg (mul_nonneg (by linarith [h.gap]) (by linarith)) hs0
  refine ⟨hθ, (temple_error_le h hψ hθ).trans ?_⟩
  exact div_le_div_of_nonneg_left hnum (by linarith) (by linarith)
```

The previous bound still contains \(\theta\). If \(Ws^2<g\), then \(\theta-E_0\le Ws^2<g\), which gives \(\theta<\rho\). Moreover \(\rho-\theta\ge g-Ws^2>0\), so

\[
E_0-T\le\frac{W(W-g)\,s^2}{g-Ws^2}.
\]

Replacing the denominator by a smaller positive one needs a non-negative numerator. If \(s^2=0\) the numerator vanishes; if \(s^2>0\), the bounds \(g\,s^2\le Ws^2\) give \(W\ge g\). The case split also covers a one-dimensional space, where there is no excited level to constrain \(W\).

For fixed \(H\), \(\rho\) and \(W\), the right side is of order \(s^2\) as \(s\to0\). For a finite Hamiltonian matrix, such as a configuration-interaction matrix in a fixed basis, Temple's number therefore falls below the matrix's lowest eigenvalue by no more than second order in the state error, as long as that eigenvalue is simple and \(\rho\) lies above it but not above the next one. The prefactor grows with the spectral width, and the bound says nothing about the error of the basis itself.

```lean
/-- If all excited levels coincide at `E0 + W`, the ground-state energy minus Temple's number equals
`W (W - (ρ - E0)) s² / (ρ - ⟨H⟩)` for every `ρ` above the mean energy. -/
theorem temple_error_eq (h : IsolatedGround H E0 φ (E0 + W) W) (hψ : ‖ψ‖ = 1)
    (hθ : meanEnergy H ψ < ρ) :
    E0 - templeValue H ρ ψ
      = W * (W - (ρ - E0)) * infidelity φ ψ / (ρ - meanEnergy H ψ) := by
  obtain ⟨n, d, r, -, hd, h0, h1, h2⟩ := excited_expansion h hψ
  have hdr : ∀ i, d i * r i = W * r i := by
    intro i
    rcases hd i with hi | ⟨ha, hb⟩
    · simp [hi]
    · rw [show d i = W by linarith]
  have h3 : meanEnergy H ψ - E0 = W * infidelity φ ψ := by
    rw [← h1, ← h0, mul_sum]
    exact sum_congr rfl fun i _ => hdr i
  have h4 : variance H ψ + (meanEnergy H ψ - E0) ^ 2 = W ^ 2 * infidelity φ ψ := by
    rw [← h2, ← h0, mul_sum]
    refine sum_congr rfl fun i _ => ?_
    linear_combination (d i + W) * hdr i
  have hne : ρ - meanEnergy H ψ ≠ 0 := (sub_pos.mpr hθ).ne'
  rw [eq_div_iff hne]
  have h6 : (E0 - templeValue H ρ ψ) * (ρ - meanEnergy H ψ)
      = variance H ψ - (meanEnergy H ψ - E0) * (ρ - meanEnergy H ψ) := by
    unfold templeValue
    field_simp
    ring
  rw [h6]
  linear_combination h4 - (ρ - E0) * h3

end

end TempleSecondOrderError
```

Here `IsolatedGround` is used with `E0 + W` in place of its lower limit, which forces every excited level to sit exactly at \(E_0+W\). The \(\rho\) in Temple's number remains free, apart from \(\rho>\theta\). Now \(d_ir_i=Wr_i\) for every \(i\), so

\[
\theta-E_0=Ws^2,\qquad v+(\theta-E_0)^2=W^2s^2 .
\]

Subtracting \(g\) times the first equation from the second gives \((E_0-T)(\rho-\theta)=W(W-g)s^2\), which is what the final `linear_combination` does. The bound with denominator \(\rho-\theta\) is thus attained, as in the two-level case. If \(\rho\) is set above \(E_0+W\) and \(s^2>0\), the right side is negative and \(T\) lies above \(E_0\): an overestimated excitation threshold can spoil the lower bound.

```lean
#print axioms TempleSecondOrderError.variance_le
#print axioms TempleSecondOrderError.temple_error_second_order
#print axioms TempleSecondOrderError.temple_error_eq
```

```
'TempleSecondOrderError.variance_le' depends on axioms: [propext, Classical.choice, Quot.sound]
'TempleSecondOrderError.temple_error_second_order' depends on axioms: [propext, Classical.choice, Quot.sound]
'TempleSecondOrderError.temple_error_eq' depends on axioms: [propext, Classical.choice, Quot.sound]
```
